# The expectation value of B − g vv* in the unnormalised trial vector B⁻¹v

A separable term g vv*, with real coupling g and form factor v, is subtracted from a positive definite complex matrix B of finite size; for g > 0 the term is attractive. The lemma `energy_trial` states that the vector B⁻¹v then has the expectation value s(1 − gs), where s = ⟨v, B⁻¹v⟩. The vector is not normalised, so for v ≠ 0 the energy per unit norm is this value divided by ‖B⁻¹v‖². The proof uses B(B⁻¹v) = v to show that B alone contributes s, and then subtracts g|⟨v, B⁻¹v⟩|², which is gs² because s is real.

As first written in Lean, the proof fails:

```lean
import Mathlib

open Matrix
open scoped ComplexOrder

namespace SeparableAttraction

noncomputable section

variable {n : Type*} [Fintype n]

/-- The real part of the expectation value `⟨x, A x⟩` for an unnormalised vector `x`. -/
def energy (A : Matrix n n ℂ) (x : n → ℂ) : ℝ := (star x ⬝ᵥ A *ᵥ x).re

/-- The matrix `B - g v v*`: a separable term of coupling `g` and form factor `v` is subtracted from
`B`. -/
def separable (B : Matrix n n ℂ) (g : ℝ) (v : n → ℂ) : Matrix n n ℂ :=
  B - (g : ℂ) • vecMulVec v (star v)

/-- The expectation value of a Hermitian matrix is real. -/
theorem ofReal_energy {A : Matrix n n ℂ} (hA : A.IsHermitian) (x : n → ℂ) :
    star x ⬝ᵥ A *ᵥ x = (energy A x : ℂ) := by
  have h : star (star x ⬝ᵥ A *ᵥ x) = star x ⬝ᵥ A *ᵥ x := by
    rw [← Matrix.star_dotProduct (A *ᵥ x) x, Matrix.star_mulVec, hA.eq,
      ← Matrix.dotProduct_mulVec]
  exact (Complex.conj_eq_iff_re.mp h).symm

/-- The matrix `B - g v v*` maps `x` to `B x - g ⟨v, x⟩ v`. -/
theorem separable_mulVec (B : Matrix n n ℂ) (g : ℝ) (v x : n → ℂ) :
    separable B g v *ᵥ x = B *ᵥ x - ((g : ℂ) * (star v ⬝ᵥ x)) • v := by
  ext i
  simp only [separable, mulVec, dotProduct, Matrix.sub_apply, Matrix.smul_apply,
    vecMulVec_apply, Pi.sub_apply, Pi.smul_apply, smul_eq_mul, sub_mul,
    Finset.sum_sub_distrib, Finset.mul_sum, Finset.sum_mul]
  congr 1
  exact Finset.sum_congr rfl fun j _ => by ring

/-- The separable term changes the energy of `x` by `-g |⟨v, x⟩|²`. -/
theorem energy_separable (B : Matrix n n ℂ) (g : ℝ) (v x : n → ℂ) :
    energy (separable B g v) x = energy B x - g * Complex.normSq (star v ⬝ᵥ x) := by
  unfold energy
  rw [separable_mulVec, dotProduct_sub, dotProduct_smul, Matrix.star_dotProduct x v]
  generalize star v ⬝ᵥ x = c
  simp only [Complex.sub_re, smul_eq_mul, Complex.mul_re, Complex.mul_im, Complex.ofReal_re,
    Complex.ofReal_im, Complex.star_def, Complex.conj_re, Complex.conj_im, Complex.normSq_apply]
  ring

variable [DecidableEq n]

/-- The trial vector `B⁻¹ v` has energy `s (1 - g s)`, where `s = ⟨v, B⁻¹ v⟩`. -/
theorem energy_trial {B : Matrix n n ℂ} (hB : B.PosDef) (g : ℝ) (v : n → ℂ) :
    energy (separable B g v) (B⁻¹ *ᵥ v) =
      energy B⁻¹ v * (1 - g * energy B⁻¹ v) := by
  have hw : B *ᵥ (B⁻¹ *ᵥ v) = v := by
    rw [Matrix.mulVec_mulVec,
      Matrix.mul_nonsing_inv _ ((Matrix.isUnit_iff_isUnit_det B).mp hB.isUnit),
      Matrix.one_mulVec]
  have h1 : star (B⁻¹ *ᵥ v) ⬝ᵥ B *ᵥ (B⁻¹ *ᵥ v) = (energy B⁻¹ v : ℂ) := by
    rw [hw, Matrix.star_dotProduct, ofReal_energy hB.isHermitian.inv]
    exact Complex.conj_ofReal _
  have h2 : energy B (B⁻¹ *ᵥ v) = energy B⁻¹ v := congrArg Complex.re h1
  rw [energy_separable, h2, ofReal_energy hB.isHermitian.inv, Complex.normSq_ofReal]
  ring

end

end SeparableAttraction
```

The error:

```
Main.lean:61:70: error: Application type mismatch: The argument
  h1
has type
  star (B⁻¹ *ᵥ v) ⬝ᵥ B *ᵥ B⁻¹ *ᵥ v = ↑(energy B⁻¹ v)
but is expected to have type
  star (B⁻¹ *ᵥ v) ⬝ᵥ B *ᵥ B⁻¹ *ᵥ v = star v ⬝ᵥ B⁻¹ *ᵥ v
in the application
  congrArg Complex.re h1
```

What went wrong. The error is in the step `h2`, which should take real parts on both sides of the complex equation `h1`. Lean matches the result of `congrArg Complex.re` with the stated goal before it checks `h1`. On the right of that goal stands `energy B⁻¹ v`, which by definition is the real part of `star v ⬝ᵥ B⁻¹ *ᵥ v`. Lean therefore expects `h1` to end in that complex number, but `h1` ends in the real number `energy B⁻¹ v` cast to ℂ. The two are equal by the lemma `ofReal_energy`, which needs a Hermitian matrix, but they are not equal by definition, so Lean rejects the argument.

The repair first forms `h` with no goal to match, so its right side is the real part of the cast. Rewriting with `Complex.ofReal_re` turns this into `energy B⁻¹ v`. The left side of `h` is `energy B (B⁻¹ *ᵥ v)` by definition, so `exact h` closes the step.

The change, after which it compiles:

```diff
@@ -59,5 +59,8 @@
     rw [hw, Matrix.star_dotProduct, ofReal_energy hB.isHermitian.inv]
     exact Complex.conj_ofReal _
-  have h2 : energy B (B⁻¹ *ᵥ v) = energy B⁻¹ v := congrArg Complex.re h1
+  have h2 : energy B (B⁻¹ *ᵥ v) = energy B⁻¹ v := by
+    have h := congrArg Complex.re h1
+    rw [Complex.ofReal_re] at h
+    exact h
   rw [energy_separable, h2, ofReal_energy hB.isHermitian.inv, Complex.normSq_ofReal]
   ring
```
